# Shared electron numbers can be negative: an example with s = −3/5, and a bound for one function per atom

Electrons in a molecule carry no atomic labels, so a statement about the population of an atom begins by deciding what an atom is. Here an atom is the subspace spanned by its basis functions, inside a real inner product space E of orbitals, and its population by an orbital φ is the squared length of the orthogonal projection of φ onto that subspace. With P_K the orthogonal projection onto a finite-dimensional subspace K,

n_K = ‖P_K φ‖²

For a normalised φ this is the probability of finding one electron in state φ within K. It depends only on the subspace and not on the basis functions chosen to span it. Two atoms A and B together span the subspace A + B, with population n_AB, and the shared electron number is defined as

s = n_A + n_B − n_AB

The formula resembles the count of elements common to two finite sets, which is never negative. For subspaces the analogous quantity can be negative. In ℝ², with atomic functions a = (1, 0) and b = (3/5, 4/5) and orbital φ = (1, −2)/√5, the populations are n_A = n_B = 1/5 and n_AB = 1, so s = −3/5. For two atoms with one normalised function each, in any dimension, |s| ≤ |S| n_AB, where S = ⟨a, b⟩ is the overlap, and the example sits at the negative end of this range.

## Populations of x a + y b

Let a and b be normalised, let A and B be the lines they span, and let S = ⟨a, b⟩. Three facts about projections are needed. The projection onto A is P_A φ = ⟨a, φ⟩ a, so n_A = ⟨a, φ⟩², and likewise n_B = ⟨b, φ⟩². If φ lies in K then P_K φ = φ and n_K = ‖φ‖². If w lies in K then φ − P_K φ is orthogonal to w, so ⟨w, P_K φ⟩ = ⟨w, φ⟩.

Take φ = x a + y b with real coefficients x and y. The overlaps are ⟨a, φ⟩ = x + yS and ⟨b, φ⟩ = xS + y, and φ lies in A + B, so

n_A = (x + yS)²

n_B = (xS + y)²

n_AB = ‖φ‖² = x² + y² + 2xyS

Expanding the squares gives n_A + n_B = (1 + S²)(x² + y²) + 4xyS. Subtracting n_AB leaves

s = S²(x² + y²) + 2xyS = S T, with T = S(x² + y²) + 2xy

The first term is never negative, while the second has the sign of xyS.

## The range of s

Now let φ be arbitrary. Its projection onto A + B can be written P_AB φ = x a + y b. By the third fact ⟨a, φ⟩ = ⟨a, P_AB φ⟩ and ⟨b, φ⟩ = ⟨b, P_AB φ⟩, and n_AB = ‖P_AB φ‖² by definition, so all three populations are given by the formulas above and s = S T again. Adding and subtracting,

n_AB + T = (1 + S)(x² + y²) + 2xy(1 + S) = (1 + S)(x + y)²

n_AB − T = (1 − S)(x² + y²) − 2xy(1 − S) = (1 − S)(x − y)²

The Cauchy–Schwarz inequality gives |S| ≤ ‖a‖ ‖b‖ = 1, so both right-hand sides are non-negative, |T| ≤ n_AB, and

|s| = |S| |T| ≤ |S| n_AB

For φ = c(a − b), with c a real number, put x = c and y = −c. Then ‖φ‖² = 2c²(1 − S) and T = −2c²(1 − S) = −‖φ‖², so a normalised φ has s = −S. For φ = c(a + b), put x = y = c. Then ‖φ‖² = 2c²(1 + S) = T, and a normalised φ has s = +S. In both cases n_AB = 1, so the bound is met with equality.

## Three orbitals in the plane

For a = (1, 0) and b = (3/5, 4/5) one has ‖b‖² = 9/25 + 16/25 = 1 and S = 3/5. The two functions span ℝ², so every normalised orbital has n_AB = 1 and the bound reads |s| ≤ 3/5.

For φ = (1, −2)/√5 the overlaps are ⟨a, φ⟩ = 1/√5 and ⟨b, φ⟩ = (3/5 − 8/5)/√5 = −1/√5. Hence n_A = n_B = 1/5 and s = 2/5 − 1 = −3/5. Since a − b = (2/5, −4/5), this orbital is c(a − b) with c = 5/(2√5) = √5/2, and 2c²(1 − S) = 2 · (5/4) · (2/5) = 1.

For (2, 1)/√5, which is (√5/4)(a + b), the overlaps are 2/√5 and (6/5 + 4/5)/√5 = 2/√5, so n_A = n_B = 4/5 and s = +3/5.

For (0, 1), which is −(3/4) a + (5/4) b, the overlaps are 0 and 4/5, so s = 0 + 16/25 − 1 = −9/25. The formula agrees: T = (3/5)(34/16) − 30/16 = −3/5 and S T = −9/25, inside the range. Of these three orbitals only the first appears in Lean as a concrete vector, and the arithmetic for the other two is illustration.

For electronic structure the consequence is this: in a minimal model with one real function per atom, a positive overlap and a single orbital, the normalised equal-weight combination c(a − b) contributes −S per electron to the shared electron number, so a negative value of s is not in itself a sign of numerical error.

## Atoms as submodules, populations as squared norms

```lean
import Mathlib

open scoped InnerProductSpace

namespace SharedElectronNumber

noncomputable section

variable {E : Type*} [NormedAddCommGroup E] [InnerProductSpace ℝ E]
```

The type `E` is any real inner product space. It is not assumed finite-dimensional, so it may be a function space as well as a space of coefficient vectors in an orthonormal basis. The bracket `⟪a, b⟫_ℝ` is ⟨a, b⟩. Scalars are real, so complex orbitals and spin are not described.

```lean
/-- Population `n_K` of the subspace `K` by the orbital `φ`: the squared norm of the
orthogonal projection of `φ` onto `K`. -/
def population (K : Submodule ℝ E) [FiniteDimensional ℝ K] (φ : E) : ℝ :=
  ‖K.starProjection φ‖ ^ 2
```

An atom is a `Submodule ℝ E`. The assumption `FiniteDimensional ℝ K` stands for a finite atomic basis and ensures that the orthogonal projection exists. `K.starProjection φ` is P_K φ regarded as a vector of E. No occupation number enters: `population` counts one electron when φ is normalised, and scales with ‖φ‖² otherwise.

```lean
/-- Shared electron number `n_A + n_B - n_AB` of two atomic subspaces, where `n_AB` is the
population of the subspace spanned by both atoms together. -/
def shared (A B : Submodule ℝ E) [FiniteDimensional ℝ A] [FiniteDimensional ℝ B] (φ : E) : ℝ :=
  population A φ + population B φ - population (A ⊔ B) φ
```

The join `A ⊔ B` is the sum A + B, the smallest subspace containing both atoms. The definition accepts atoms of any finite dimension, but the theorems about `shared` that follow all take `ℝ ∙ a` and `ℝ ∙ b`, the lines spanned by single functions. Atoms with several functions, sums over occupied orbitals and three-centre terms are not treated.

## Three facts about projections

```lean
/-- An atom with one normalised function `a` has population equal to the squared overlap of
`a` with the orbital. -/
theorem population_atom {a : E} (ha : ‖a‖ = 1) (φ : E) :
    population (ℝ ∙ a) φ = ⟪a, φ⟫_ℝ ^ 2 := by
  rw [population, Submodule.starProjection_unit_singleton ℝ ha, norm_smul, ha, mul_one,
    Real.norm_eq_abs, sq_abs]
```

`Submodule.starProjection_unit_singleton` supplies P_A φ = ⟨a, φ⟩ a for a unit vector a. The norm of this vector is |⟨a, φ⟩|, and its square is ⟨a, φ⟩².

```lean
/-- An orbital lying in `K` populates `K` with its full squared norm. -/
theorem population_of_mem (K : Submodule ℝ E) [FiniteDimensional ℝ K] {φ : E} (h : φ ∈ K) :
    population K φ = ‖φ‖ ^ 2 := by
  rw [population, Submodule.starProjection_eq_self_iff.mpr h]
```

A vector of K is fixed by the projection onto K, which is `Submodule.starProjection_eq_self_iff` read from right to left.

```lean
/-- A function in `K` has the same overlap with an orbital as with its projection onto `K`. -/
theorem inner_projection (K : Submodule ℝ E) [FiniteDimensional ℝ K] {w : E} (hw : w ∈ K)
    (φ : E) : ⟪w, K.starProjection φ⟫_ℝ = ⟪w, φ⟫_ℝ := by
  have h : ⟪w, φ - K.starProjection φ⟫_ℝ = 0 :=
    Submodule.inner_right_of_mem_orthogonal hw (Submodule.sub_starProjection_mem_orthogonal φ)
  rw [inner_sub_right] at h
  linarith
```

The residual φ − P_K φ lies in the orthogonal complement of K, so its overlap with w vanishes. Splitting the overlap of the difference into two terms gives the equality.

## The two-coefficient formulas

```lean
/-- For the orbital `x a + y b` built from normalised functions with overlap `S`:
`n_A = (x + y S)²`, `n_B = (x S + y)²`, and `n_AB = ‖x a + y b‖² = x² + y² + 2 x y S`. -/
theorem populations_lcao {a b : E} (ha : ‖a‖ = 1) (hb : ‖b‖ = 1) (x y : ℝ) :
    population (ℝ ∙ a) (x • a + y • b) = (x + y * ⟪a, b⟫_ℝ) ^ 2 ∧
    population (ℝ ∙ b) (x • a + y • b) = (x * ⟪a, b⟫_ℝ + y) ^ 2 ∧
    population ((ℝ ∙ a) ⊔ (ℝ ∙ b)) (x • a + y • b) = x ^ 2 + y ^ 2 + 2 * x * y * ⟪a, b⟫_ℝ ∧
    ‖x • a + y • b‖ ^ 2 = x ^ 2 + y ^ 2 + 2 * x * y * ⟪a, b⟫_ℝ := by
  have hn : ‖x • a + y • b‖ ^ 2 = x ^ 2 + y ^ 2 + 2 * x * y * ⟪a, b⟫_ℝ := by
    rw [norm_add_sq_real, norm_smul, norm_smul, ha, hb, real_inner_smul_left,
      real_inner_smul_right]
    simp only [Real.norm_eq_abs, mul_one, sq_abs]
    ring
  have hm : x • a + y • b ∈ (ℝ ∙ a) ⊔ (ℝ ∙ b) :=
    Submodule.add_mem_sup (Submodule.smul_mem _ _ (Submodule.mem_span_singleton_self a))
      (Submodule.smul_mem _ _ (Submodule.mem_span_singleton_self b))
  refine ⟨?_, ?_, ?_, hn⟩
  · rw [population_atom ha, inner_add_right, real_inner_smul_right, real_inner_smul_right,
      real_inner_self_eq_norm_sq, ha]
    ring
  · rw [population_atom hb, inner_add_right, real_inner_smul_right, real_inner_smul_right,
      real_inner_self_eq_norm_sq, hb, real_inner_comm a b]
    ring
  · rw [population_of_mem _ hm, hn]
```

The four conjuncts are n_A, n_B, n_AB and ‖φ‖² for φ = x a + y b, with S written out as `⟪a, b⟫_ℝ`. The hypotheses `ha` and `hb` normalise the atomic functions. Neither linear independence of a and b nor normalisation of φ is assumed. In the proof `hn` expands ‖x a + y b‖² as ‖x a‖² + 2⟨x a, y b⟩ + ‖y b‖², and `hm` places the orbital in A + B. The first two goals compute ⟨a, φ⟩ and ⟨b, φ⟩ by linearity, the second using `real_inner_comm a b` to turn ⟨b, a⟩ into S. The third joins `population_of_mem` with `hn`.

```lean
/-- For the orbital `x a + y b` built from normalised functions with overlap `S`, the shared
electron number is `S (S (x² + y²) + 2 x y)`. -/
theorem shared_lcao {a b : E} (ha : ‖a‖ = 1) (hb : ‖b‖ = 1) (x y : ℝ) :
    shared (ℝ ∙ a) (ℝ ∙ b) (x • a + y • b)
      = ⟪a, b⟫_ℝ * (⟪a, b⟫_ℝ * (x ^ 2 + y ^ 2) + 2 * x * y) := by
  obtain ⟨h1, h2, h3, -⟩ := populations_lcao ha hb x y
  rw [shared, h1, h2, h3]
  ring
```

After the three populations are substituted, `ring` confirms the expansion that gave s = S T.

## The bound by the overlap

```lean
/-- For two atoms with one normalised function each and any orbital, the shared electron
number is bounded in magnitude by `|S| n_AB`, with `S` the overlap. -/
theorem abs_shared_le {a b : E} (ha : ‖a‖ = 1) (hb : ‖b‖ = 1) (φ : E) :
    |shared (ℝ ∙ a) (ℝ ∙ b) φ| ≤ |⟪a, b⟫_ℝ| * population ((ℝ ∙ a) ⊔ (ℝ ∙ b)) φ := by
  -- the projection onto the two-atom space is some `x a + y b`
  have hP : ((ℝ ∙ a) ⊔ (ℝ ∙ b)).starProjection φ ∈ (ℝ ∙ a) ⊔ (ℝ ∙ b) := by
    exact Submodule.starProjection_apply_mem _ _
  obtain ⟨u, hu, v, hv, huv⟩ := Submodule.mem_sup.mp hP
  obtain ⟨x, rfl⟩ := Submodule.mem_span_singleton.mp hu
  obtain ⟨y, rfl⟩ := Submodule.mem_span_singleton.mp hv
  obtain ⟨h1, h2, -, h4⟩ := populations_lcao ha hb x y
  -- all three populations of `φ` are those of its projection
  have ea := inner_projection ((ℝ ∙ a) ⊔ (ℝ ∙ b))
    (Submodule.mem_sup_left (Submodule.mem_span_singleton_self a)) φ
  have eb := inner_projection ((ℝ ∙ a) ⊔ (ℝ ∙ b))
    (Submodule.mem_sup_right (Submodule.mem_span_singleton_self b)) φ
  rw [← huv] at ea eb
  rw [population_atom ha, ea, ← population_atom ha] at h1
  rw [population_atom hb, eb, ← population_atom hb] at h2
  have h3 : population ((ℝ ∙ a) ⊔ (ℝ ∙ b)) φ = x ^ 2 + y ^ 2 + 2 * x * y * ⟪a, b⟫_ℝ := by
    rw [population, ← huv, h4]
  have hs : shared (ℝ ∙ a) (ℝ ∙ b) φ
      = ⟪a, b⟫_ℝ * (⟪a, b⟫_ℝ * (x ^ 2 + y ^ 2) + 2 * x * y) := by
    rw [shared, h1, h2, h3]
    ring
  have hS : |⟪a, b⟫_ℝ| ≤ 1 := by
    have := abs_real_inner_le_norm a b
    rwa [ha, hb, mul_one] at this
  obtain ⟨hl, hr⟩ := abs_le.mp hS
  rw [hs, h3, abs_mul]
  refine mul_le_mul_of_nonneg_left (abs_le.mpr ⟨?_, ?_⟩) (abs_nonneg _)
  -- the gaps are `(1 + S) (x + y)²` and `(1 - S) (x - y)²`
  · nlinarith [mul_nonneg (show 0 ≤ 1 + ⟪a, b⟫_ℝ by linarith) (sq_nonneg (x + y))]
  · nlinarith [mul_nonneg (show 0 ≤ 1 - ⟪a, b⟫_ℝ by linarith) (sq_nonneg (x - y))]
```

In words: for normalised a and b and every φ in E, normalised or not and inside A + B or not, |s| ≤ |S| n_AB. The statement includes the degenerate case b = ±a, where A + B is a single line, s = n_AB and |S| = 1. The coefficients x and y are then not unique, and the proof needs only one such pair.

The opening lines decompose P_AB φ as x a + y b, recorded in `huv`. The equations `ea` and `eb` are ⟨a, P_AB φ⟩ = ⟨a, φ⟩ and ⟨b, P_AB φ⟩ = ⟨b, φ⟩. With them `h1` and `h2`, first stated for x a + y b, are rewritten into statements about φ, by passing from population to squared overlap and back. Then `h3` gives n_AB, `hs` gives s = S T, and `hS` is Cauchy–Schwarz. Once |S T| is split as |S| |T|, what remains is −n_AB ≤ T and T ≤ n_AB, and the two `nlinarith` calls receive as hints the non-negativity of (1 + S)(x + y)² and (1 − S)(x − y)², the two gaps found earlier.

## The combinations c(a − b) and c(a + b)

```lean
/-- A normalised orbital `c (a - b)` has shared electron number `-S`, minus the overlap of
the normalised functions `a` and `b`. -/
theorem shared_antibonding {a b : E} (ha : ‖a‖ = 1) (hb : ‖b‖ = 1) (c : ℝ)
    (hc : ‖c • (a - b)‖ = 1) : shared (ℝ ∙ a) (ℝ ∙ b) (c • (a - b)) = -⟪a, b⟫_ℝ := by
  have e : c • (a - b) = c • a + (-c) • b := by module
  obtain ⟨-, -, -, h⟩ := populations_lcao ha hb c (-c)
  rw [← e, hc] at h
  rw [e, shared_lcao ha hb]
  linear_combination ⟪a, b⟫_ℝ * h
```

The hypothesis `hc` says that the orbital is normalised, which leaves c implicit. It amounts to 2c²(1 − S) = 1, so c = ±1/√(2(1 − S)) when S < 1, and it cannot be met when a = b. The proof writes the orbital with x = c and y = −c, and `h` becomes 1 = 2c²(1 − S) in expanded form. The two sides of the goal differ by S(1 − 2c²(1 − S)), which is S times the difference of the two sides of `h`, as `linear_combination` is told.

```lean
/-- A normalised orbital `c (a + b)` has shared electron number `S`, the overlap of the
normalised functions `a` and `b`. -/
theorem shared_bonding {a b : E} (ha : ‖a‖ = 1) (hb : ‖b‖ = 1) (c : ℝ)
    (hc : ‖c • (a + b)‖ = 1) : shared (ℝ ∙ a) (ℝ ∙ b) (c • (a + b)) = ⟪a, b⟫_ℝ := by
  have e : c • (a + b) = c • a + c • b := smul_add c a b
  obtain ⟨-, -, -, h⟩ := populations_lcao ha hb c c
  rw [← e, hc] at h
  rw [e, shared_lcao ha hb]
  linear_combination (-⟪a, b⟫_ℝ) * h
```

The same argument runs with x = y = c and 1 = 2c²(1 + S), and the multiplier is −S. Both theorems state the value of s. That these values meet the bound follows on adding n_AB = 1 from `population_of_mem`. The words bonding and antibonding in the names refer to relative phase only, since no Hamiltonian appears, and they fit the case S > 0. Replacing b by −b leaves atom B unchanged, reverses the sign of S and exchanges the two combinations, so s itself does not depend on that sign convention.

## The value −3/5 in ℝ²

```lean
/-- The atomic function `(1, 0)` of atom A. -/
def atomA : EuclideanSpace ℝ (Fin 2) := !₂[1, 0]

/-- The atomic function `(3/5, 4/5)` of atom B. -/
def atomB : EuclideanSpace ℝ (Fin 2) := !₂[3 / 5, 4 / 5]

/-- The orbital `(1, -2)/√5`. -/
def orbital : EuclideanSpace ℝ (Fin 2) :=
  (Real.sqrt 5)⁻¹ • (!₂[1, -2] : EuclideanSpace ℝ (Fin 2))
```

`EuclideanSpace ℝ (Fin 2)` is ℝ² with the dot product, with components indexed 0 and 1, and `!₂[1, 0]` lists them in that order. The overlap matrix is therefore not an input: a and b are given in an orthonormal frame, and S is computed from their components. The orbital carries its normalising factor `(Real.sqrt 5)⁻¹`.

```lean
/-- Both atomic functions and the orbital are normalised, and the atomic overlap is `3/5`. -/
theorem plane_normalised :
    ‖atomA‖ = 1 ∧ ‖atomB‖ = 1 ∧ ‖orbital‖ = 1 ∧ ⟪atomA, atomB⟫_ℝ = 3 / 5 := by
  refine ⟨?_, ?_, ?_, ?_⟩
  · rw [EuclideanSpace.norm_eq, Real.sqrt_eq_one]
    norm_num [atomA, Fin.sum_univ_two]
  · rw [EuclideanSpace.norm_eq, Real.sqrt_eq_one]
    norm_num [atomB, Fin.sum_univ_two]
  · have h5 : 0 < Real.sqrt 5 := Real.sqrt_pos.mpr (by norm_num)
    have h : ‖(!₂[1, -2] : EuclideanSpace ℝ (Fin 2))‖ = Real.sqrt 5 := by
      rw [EuclideanSpace.norm_eq]
      congr 1
      norm_num [Fin.sum_univ_two]
    rw [orbital, norm_smul, norm_inv, Real.norm_eq_abs, abs_of_pos h5, h,
      inv_mul_cancel₀ h5.ne']
  · norm_num [atomA, atomB, PiLp.inner_apply, Fin.sum_univ_two]
```

Each norm is the square root of a sum over the two components. For `atomA` and `atomB` the sum is 1. For the orbital the unscaled vector (1, −2) has norm √5, which the prefactor cancels. The overlap is 1 · (3/5) + 0 · (4/5) = 3/5. The third conjunct is what allows the populations to be read as fractions of one electron.

The final theorem states n_A = 1/5, n_B = 1/5, n_AB = 1 and s = −3/5 for these vectors. Its proof goes through the two-coefficient formulas. The equation `e` checks (1, −2) = (5/2) a − (5/2) b in components 0 and 1, and `hφ` scales it by k = 1/√5, so that x = 5k/2 and y = −5k/2. With S = 3/5 the formulas give x + yS = k, xS + y = −k and x² + y² + 2xyS = (25/2 − 15/2) k² = 5k². The equation `hc` is k² = 1/5, which enters once for `nA` and `nB` and with the factor 5 for `nAB`. The last step evaluates 1/5 + 1/5 − 1.

```lean
/-- For atomic functions `(1, 0)` and `(3/5, 4/5)` and orbital `(1, -2)/√5` the populations
are `n_A = n_B = 1/5` and `n_AB = 1`, and the shared electron number is `-3/5`. -/
theorem shared_negative :
    population (ℝ ∙ atomA) orbital = 1 / 5 ∧ population (ℝ ∙ atomB) orbital = 1 / 5 ∧
    population ((ℝ ∙ atomA) ⊔ (ℝ ∙ atomB)) orbital = 1 ∧
    shared (ℝ ∙ atomA) (ℝ ∙ atomB) orbital = -3 / 5 := by
  obtain ⟨ha, hb, -, hS⟩ := plane_normalised
  -- the orbital is proportional to the difference of the atomic functions
  have e : (!₂[1, -2] : EuclideanSpace ℝ (Fin 2))
      = (5 / 2 : ℝ) • atomA + (-5 / 2 : ℝ) • atomB := by
    ext i
    fin_cases i <;> simp [atomA, atomB] <;> norm_num
  have hφ : orbital
      = ((Real.sqrt 5)⁻¹ * (5 / 2)) • atomA + ((Real.sqrt 5)⁻¹ * (-5 / 2)) • atomB := by
    rw [orbital, e, smul_add, smul_smul, smul_smul]
  have hc : (Real.sqrt 5)⁻¹ ^ 2 = 1 / 5 := by
    rw [inv_pow, Real.sq_sqrt (by norm_num)]
    norm_num
  obtain ⟨h1, h2, h3, -⟩ :=
    populations_lcao ha hb ((Real.sqrt 5)⁻¹ * (5 / 2)) ((Real.sqrt 5)⁻¹ * (-5 / 2))
  rw [← hφ, hS] at h1 h2 h3
  have nA : population (ℝ ∙ atomA) orbital = 1 / 5 := by linear_combination h1 + hc
  have nB : population (ℝ ∙ atomB) orbital = 1 / 5 := by linear_combination h2 + hc
  have nAB : population ((ℝ ∙ atomA) ⊔ (ℝ ∙ atomB)) orbital = 1 := by
    linear_combination h3 + 5 * hc
  refine ⟨nA, nB, nAB, ?_⟩
  rw [shared, nA, nB, nAB]
  norm_num

end

end SharedElectronNumber
```

```lean
#print axioms SharedElectronNumber.abs_shared_le
#print axioms SharedElectronNumber.shared_antibonding
#print axioms SharedElectronNumber.shared_bonding
#print axioms SharedElectronNumber.shared_negative
```

```
'SharedElectronNumber.abs_shared_le' depends on axioms: [propext, Classical.choice, Quot.sound]
'SharedElectronNumber.shared_antibonding' depends on axioms: [propext, Classical.choice, Quot.sound]
'SharedElectronNumber.shared_bonding' depends on axioms: [propext, Classical.choice, Quot.sound]
'SharedElectronNumber.shared_negative' depends on axioms: [propext, Classical.choice, Quot.sound]
```
